# Ring CCD for a single excitation: the amplitude as a power series and its energy at fourth order

Let $D\neq 0$ and $K$ be real numbers. The ring coupled-cluster doubles (ring CCD) equation

$$lK + 2(D+lK)\,T + lK\,T^2 = 0$$

has exactly one solution $T$ that is a formal power series in the coupling $l$, and this solution has zero constant term. It satisfies

$$(D+lK+lK\,T)^2 = D(D+2lK).$$

The coefficient of $l^4$ in the energy $lK\,T/2$ is $-5K^4/(16D^3)$. When the equation is divided by $2D$ and solved for the lone $T$, the term $-lK\,T/D$ contributes $-K^4/(4D^3)$ of this and the term $-lK\,T^2/(2D)$ contributes $-K^4/(16D^3)$.

## One excitation and its coupling

In the direct random-phase approximation (RPA), without exchange, particle-hole excitations are described by two matrices, $A$ and $B$. The ring CCD amplitude solves $B + AT + TA + TBT = 0$, and the correlation energy is $\tfrac12\operatorname{tr}(BT)$. With only one excitation the matrices are numbers:

$$A = D + lK,\qquad B = lK.$$

Here $D$ is the orbital energy gap, positive in the usual case. The number $K$ is the interaction of the transition density with itself, which is not negative for Coulomb repulsion and real orbitals. The parameter $l$ scales the interaction and counts orders of perturbation theory.

The combination $D+lK+lK\,T = A+BT$ is the RPA excitation energy, and its square is $(A-B)(A+B)$. Since $\tfrac12BT=\tfrac12\bigl[(A+BT)-A\bigr]$, the coupled-cluster form of the correlation energy equals half the difference between the RPA excitation energy and $A$, which is its excitation-energy form in this one-excitation model.

## What the Lean statements say

The amplitude is an element of `PowerSeries ℝ`, a sequence of real coefficients with the multiplication of power series. The variable `X` is the coupling $l$, `C` turns a real number into a constant series, and `coeff n T` is the coefficient $t_n$ of $l^n$. `IsRingCCD D K T` is the ring CCD equation, read as an equality of series.

- `ringCCD_unique_solution` states that for $D\neq0$ there is a solution with $t_0=0$ and that every solution equals it. The competitors are all power series, so the zero constant term is a consequence and not a condition.
- `amplitude_coeff` gives every later coefficient: $t_{n+1} = c_{n+1}\,a^{n+1}$, where $a=-K/(2D)$ and $c_n$ is the $n$-th Catalan number ($1,1,2,5,\dots$ from $n=0$).
- `rpa_square` is the identity for the squared excitation energy. It needs no condition on $D$.
- `amplitude_split` writes $T$ as the sum of `drivingPart`, `linearPart` and `quadraticPart`, and `fourth_order_energy` gives the $l^4$ coefficient of the energy for each part and for the whole. In Lean `-K ^ 4` means $-(K^4)$.
- `zero_gap_solution` treats $D=0$ with $K\neq0$: the only solution is then the constant $T=-1$.

The sign of $D$ is free in these theorems, and so is that of $K$. Exchange and the coupling between different excitations are absent from the model, so the fourth-order value is that of the ring terms and not the full fourth-order energy of a molecule. The series are formal, and nothing is said about their sum at a numerical value of $l$.

## Solving for the amplitude

Collect the terms that carry $lK$:

$$lK(1+2T+T^2) + 2D\,T = lK(1+T)^2 + 2D\,T = 0.$$

With $S=1+T$ and $a=-K/(2D)$, division by $2D$ gives

$$S = 1 + a\,l\,S^2.$$

Write $S=\sum_n s_n l^n$. Comparing coefficients gives $s_0=1$ and

$$s_{n+1} = a\sum_{i+j=n} s_i s_j .$$

Insert $s_n=c_n a^n$. Each product on the right carries $a^i a^j=a^n$, so what remains is $c_{n+1}=\sum_{i+j=n}c_ic_j$ with $c_0=1$, the recursion of the Catalan numbers. Hence $T=S-1$ is a solution, with

$$t_0=0,\qquad t_1=a,\qquad t_2=2a^2,\qquad t_3=5a^3 .$$

For uniqueness, let $T$ and $T'$ both be solutions and subtract their equations:

$$\bigl(2D + lK(2+T+T')\bigr)(T-T') = 0 .$$

The first factor has constant term $2D\neq0$, so it is not the zero series. A product of power series over the reals vanishes only if one factor does, and therefore $T=T'$.

At a fixed number $l$ with $lK\neq0$, the equation is an ordinary quadratic and can have a second root. That root behaves as $-2D/(lK)$ for small $l$, so it has no power series in $l$.

## Completing the square

Expand the square and separate the terms that contain $T$:

$$(D+lK+lK\,T)^2 = (D+lK)^2 + lK\bigl[2(D+lK)T + lK\,T^2\bigr].$$

By the ring CCD equation the bracket equals $-lK$. The right-hand side is therefore

$$(D+lK)^2-(lK)^2 = D^2+2D\,lK = D(D+2lK).$$

## The energy at fourth order

Dividing the ring CCD equation by $2D$ and solving for the lone $T$ gives

$$T = -\frac{lK}{2D} \;-\; \frac{lK}{D}\,T \;-\; \frac{lK}{2D}\,T^2 .$$

The first term is the driving part. In the second, one more interaction is attached to an amplitude; in the third, an interaction joins two amplitudes. Each part is now put in place of $T$ in the energy $lK\,T/2$.

The driving part gives $-l^2K^2/(4D)$, which has no $l^4$ term.

The linear part gives $-\dfrac{l^2K^2}{2D}\,T$, so its $l^4$ coefficient needs $t_2=2a^2=K^2/(2D^2)$:

$$-\frac{K^2}{2D}\cdot\frac{K^2}{2D^2} = -\frac{K^4}{4D^3}.$$

The quadratic part gives $-\dfrac{l^2K^2}{4D}\,T^2$. The $l^2$ coefficient of $T^2$ is $2t_0t_2+t_1^2=a^2=K^2/(4D^2)$, hence

$$-\frac{K^2}{4D}\cdot\frac{K^2}{4D^2} = -\frac{K^4}{16D^3}.$$

The total is $-5K^4/(16D^3)$. The whole amplitude gives the same value directly: $\tfrac K2\,t_3=\tfrac K2\cdot5a^3=-5K^4/(16D^3)$.

## Two factors of the coupling

The order count goes wrong if only the $l$ in the energy expression is noticed. The linear part brings a second explicit $l$, so the coefficient to insert is $t_2$ and not $t_3$. With $t_3$ the result would be $5K^5/(16D^4)$. Its power of $K$ reveals the error, because every order in $l$ comes with exactly one factor $K$.

## A vanishing gap

For $D=0$ the equation becomes $lK(1+T)^2=0$. If $K\neq0$, this forces $T=-1$, whose constant term is not zero. An amplitude that vanishes when the interaction is switched off therefore does not exist, and the assumption $D\neq0$ is needed for the existence of such a solution. Physically, the perturbation expansion has lost its energy denominator.

## The complete file

```lean
import Mathlib

open PowerSeries

namespace RingCCDSeries

noncomputable section

/-- The ring CCD equation `lK + 2(D + lK)T + lK T² = 0` for an amplitude `T` that is a formal
power series in the coupling `l`, written `X`. -/
def IsRingCCD (D K : ℝ) (T : PowerSeries ℝ) : Prop :=
  C K * X + 2 * (C D + C K * X) * T + C K * X * T ^ 2 = 0

/-- The series in the coupling whose `n`-th coefficient is the `n`-th Catalan number
times `a ^ n`. -/
def diagramSeries (a : ℝ) : PowerSeries ℝ :=
  PowerSeries.mk fun n => (catalan n : ℝ) * a ^ n

/-- The Catalan series with `a = -K/(2D)`, less its constant term `1`; for `D ≠ 0`. -/
def ringAmplitude (D K : ℝ) : PowerSeries ℝ :=
  diagramSeries (-K / (2 * D)) - 1

/-- The correlation energy `lK T / 2` belonging to an amplitude `T`. -/
def ringEnergy (K : ℝ) (T : PowerSeries ℝ) : PowerSeries ℝ :=
  C (K / 2) * (X * T)

/-- The part `-lK/(2D)` of the amplitude that does not contain `T`; for `D ≠ 0`. -/
def drivingPart (D K : ℝ) : PowerSeries ℝ :=
  C (-K / (2 * D)) * X

/-- The part `-lK T/D` of the amplitude, which is linear in `T`; for `D ≠ 0`. -/
def linearPart (D K : ℝ) (T : PowerSeries ℝ) : PowerSeries ℝ :=
  C (-K / D) * (X * T)

/-- The part `-lK T²/(2D)` of the amplitude, from the term quadratic in `T`; for `D ≠ 0`. -/
def quadraticPart (D K : ℝ) (T : PowerSeries ℝ) : PowerSeries ℝ :=
  C (-K / (2 * D)) * (X * T ^ 2)

/-- One more factor of the coupling, with strength `c`, raises the order by one and multiplies
the coefficient by `c`. -/
theorem coeff_insert (c : ℝ) (n : ℕ) (P : PowerSeries ℝ) :
    coeff (n + 1) (C c * (X * P)) = c * coeff n P := by
  rw [coeff_C_mul, coeff_succ_X_mul]

/-- The Catalan series obeys the self-consistency equation `S = 1 + a l S²`. -/
theorem diagramSeries_eq (a : ℝ) :
    diagramSeries a = 1 + C a * (X * diagramSeries a ^ 2) := by
  ext n
  cases n with
  | zero =>
    rw [map_add, coeff_C_mul, coeff_zero_X_mul, coeff_one]
    simp only [diagramSeries, coeff_mk]
    simp [catalan_zero]
  | succ n =>
    rw [map_add, coeff_insert, sq, coeff_mul, coeff_one, if_neg (Nat.succ_ne_zero n), zero_add]
    simp only [diagramSeries, coeff_mk]
    -- the Catalan recursion is the convolution in `S²`
    rw [catalan_succ', Nat.cast_sum, Finset.sum_mul, Finset.mul_sum]
    refine Finset.sum_congr rfl fun p hp => ?_
    rw [← Finset.HasAntidiagonal.mem_antidiagonal.mp hp]
    push_cast
    ring

/-- For `D ≠ 0` a formal power series solves the ring CCD equation exactly when it is the
Catalan amplitude. -/
theorem isRingCCD_iff {D : ℝ} (hD : D ≠ 0) (K : ℝ) (T : PowerSeries ℝ) :
    IsRingCCD D K T ↔ T = ringAmplitude D K := by
  have hsol : IsRingCCD D K (ringAmplitude D K) := by
    have hb : (2 * D)⁻¹ * (2 * D) = 1 := inv_mul_cancel₀ (mul_ne_zero two_ne_zero hD)
    have h1 : K = -(D * (-K / (2 * D)) + D * (-K / (2 * D))) := by
      linear_combination (-K) * hb
    have hK : (C K : PowerSeries ℝ)
        = -(C D * C (-K / (2 * D)) + C D * C (-K / (2 * D))) := by
      calc (C K : PowerSeries ℝ) = C (-(D * (-K / (2 * D)) + D * (-K / (2 * D)))) := by
            rw [← h1]
        _ = _ := by simp only [map_neg, map_add, map_mul]
    have hS := diagramSeries_eq (-K / (2 * D))
    unfold IsRingCCD ringAmplitude
    linear_combination (X * diagramSeries (-K / (2 * D)) ^ 2) * hK + 2 * C D * hS
  constructor
  · intro h
    unfold IsRingCCD at h hsol
    -- the difference of two solutions is annihilated by a series with constant term `2D`
    have hprod : (C D + C D + X * (C K * (2 + T + ringAmplitude D K)))
        * (T - ringAmplitude D K) = 0 := by
      linear_combination h - hsol
    rcases mul_eq_zero.mp hprod with h0 | h0
    · have h2 := congrArg (fun P => constantCoeff P) h0
      have h3 : D + D = 0 := by simpa using h2
      exact absurd (by linarith) hD
    · exact sub_eq_zero.mp h0
  · rintro rfl
    exact hsol

/-- For `D ≠ 0` the ring CCD equation has a formal power series solution with zero constant
term, and every formal power series solution equals it. -/
theorem ringCCD_unique_solution {D : ℝ} (hD : D ≠ 0) (K : ℝ) :
    ∃ T, IsRingCCD D K T ∧ coeff 0 T = 0 ∧ ∀ T', IsRingCCD D K T' → T' = T := by
  refine ⟨ringAmplitude D K, (isRingCCD_iff hD K _).mpr rfl, ?_,
    fun T' h => (isRingCCD_iff hD K T').mp h⟩
  rw [ringAmplitude, diagramSeries, map_sub, coeff_mk, coeff_one]
  simp

/-- For `D ≠ 0` the coefficient of order `n + 1` in a ring CCD amplitude is the Catalan number of
index `n + 1` times `(-K/(2D)) ^ (n + 1)`. -/
theorem amplitude_coeff {D K : ℝ} {T : PowerSeries ℝ} (hD : D ≠ 0) (h : IsRingCCD D K T)
    (n : ℕ) : coeff (n + 1) T = (catalan (n + 1) : ℝ) * (-K / (2 * D)) ^ (n + 1) := by
  rw [(isRingCCD_iff hD K T).mp h, ringAmplitude, diagramSeries, map_sub, coeff_mk, coeff_one,
    if_neg (Nat.succ_ne_zero n), sub_zero]

/-- A ring CCD amplitude satisfies `(D + lK + lK T)² = D(D + 2lK)`. -/
theorem rpa_square {D K : ℝ} {T : PowerSeries ℝ} (h : IsRingCCD D K T) :
    (C D + C K * X + C K * X * T) ^ 2 = C D * (C D + 2 * (C K * X)) := by
  unfold IsRingCCD at h
  linear_combination (C K * X) * h

/-- For `D ≠ 0` a ring CCD amplitude is the sum of its driving, linear and quadratic parts. -/
theorem amplitude_split {D K : ℝ} {T : PowerSeries ℝ} (hD : D ≠ 0) (h : IsRingCCD D K T) :
    T = drivingPart D K + linearPart D K T + quadraticPart D K T := by
  have hb : (2 * D)⁻¹ * (2 * D) = 1 := inv_mul_cancel₀ (mul_ne_zero two_ne_zero hD)
  have h1 : (C (2 * D)⁻¹ * C D + C (2 * D)⁻¹ * C D : PowerSeries ℝ) = 1 := by
    rw [← map_mul, ← map_add,
      show (2 * D)⁻¹ * D + (2 * D)⁻¹ * D = 1 by linear_combination hb, map_one]
  have h2 : -K / (2 * D) = -((2 * D)⁻¹ * K) := by ring
  have h3 : -K / D = -((2 * D)⁻¹ * K + (2 * D)⁻¹ * K) := by ring
  unfold IsRingCCD at h
  rw [drivingPart, linearPart, quadraticPart, h2, h3]
  simp only [map_neg, map_add, map_mul]
  -- divide the equation by `2D`
  linear_combination C (2 * D)⁻¹ * h - T * h1

/-- Let `D ≠ 0`. At fourth order in the coupling the driving, linear and quadratic parts of a ring
CCD amplitude contribute `0`, `-K⁴/(4D³)` and `-K⁴/(16D³)` to the energy, whose total is
`-5K⁴/(16D³)`. -/
theorem fourth_order_energy {D K : ℝ} {T : PowerSeries ℝ} (hD : D ≠ 0)
    (h : IsRingCCD D K T) :
    coeff 4 (ringEnergy K (drivingPart D K)) = 0 ∧
    coeff 4 (ringEnergy K (linearPart D K T)) = -K ^ 4 / (4 * D ^ 3) ∧
    coeff 4 (ringEnergy K (quadraticPart D K T)) = -K ^ 4 / (16 * D ^ 3) ∧
    coeff 4 (ringEnergy K T) = -5 * K ^ 4 / (16 * D ^ 3) := by
  have e4 : ∀ (c : ℝ) (P : PowerSeries ℝ), coeff 4 (C c * (X * P)) = c * coeff 3 P :=
    fun c P => coeff_insert c 3 P
  have e3 : ∀ (c : ℝ) (P : PowerSeries ℝ), coeff 3 (C c * (X * P)) = c * coeff 2 P :=
    fun c P => coeff_insert c 2 P
  -- the amplitude through third order
  have t0 : coeff 0 T = 0 := by
    obtain ⟨S, -, hS, hu⟩ := ringCCD_unique_solution hD K
    rw [hu T h, hS]
  have t1 : coeff 1 T = 1 * (-K / (2 * D)) ^ 1 :=
    (amplitude_coeff hD h 0).trans (by norm_num [catalan_one])
  have t2 : coeff 2 T = 2 * (-K / (2 * D)) ^ 2 :=
    (amplitude_coeff hD h 1).trans (by norm_num [catalan_two])
  have t3 : coeff 3 T = 5 * (-K / (2 * D)) ^ 3 :=
    (amplitude_coeff hD h 2).trans (by norm_num [catalan_three])
  have q2 : coeff 2 (T ^ 2) = (-K / (2 * D)) ^ 2 := by
    rw [sq, coeff_mul,
      show Finset.HasAntidiagonal.antidiagonal (2 : ℕ) = {(0, 2), (1, 1), (2, 0)} from rfl,
      Finset.sum_insert (by decide), Finset.sum_insert (by decide), Finset.sum_singleton]
    simp only [t0, t1]
    ring
  refine ⟨?_, ?_, ?_, ?_⟩
  · rw [ringEnergy, drivingPart, e4, coeff_C_mul, coeff_X]
    simp
  · rw [ringEnergy, linearPart, e4, e3, t2]
    ring
  · rw [ringEnergy, quadraticPart, e4, e3, q2]
    ring
  · rw [ringEnergy, e4, t3]
    ring

/-- For `D = 0` and `K ≠ 0` the only formal power series solution of the ring CCD equation is
the constant `T = -1`. -/
theorem zero_gap_solution {K : ℝ} (hK : K ≠ 0) (T : PowerSeries ℝ) :
    IsRingCCD 0 K T ↔ T = -1 := by
  unfold IsRingCCD
  rw [map_zero]
  constructor
  · intro h
    have hprod : C K * (X * (1 + T) ^ 2) = 0 := by linear_combination h
    have hCK : (C K : PowerSeries ℝ) ≠ 0 := by
      intro h0
      have h1 := congrArg (fun P => constantCoeff P) h0
      exact hK (by simpa using h1)
    have hX := (mul_eq_zero.mp hprod).resolve_left hCK
    have hsq := (mul_eq_zero.mp hX).resolve_left X_ne_zero
    have hT : 1 + T = 0 := pow_eq_zero_iff two_ne_zero |>.mp hsq
    linear_combination hT
  · rintro rfl
    ring

end

end RingCCDSeries
```

```lean
#print axioms RingCCDSeries.rpa_square
#print axioms RingCCDSeries.amplitude_split
#print axioms RingCCDSeries.fourth_order_energy
#print axioms RingCCDSeries.zero_gap_solution
```

```
'RingCCDSeries.rpa_square' depends on axioms: [propext, Classical.choice, Quot.sound]
'RingCCDSeries.amplitude_split' depends on axioms: [propext, Classical.choice, Quot.sound]
'RingCCDSeries.fourth_order_energy' depends on axioms: [propext, Classical.choice, Quot.sound]
'RingCCDSeries.zero_gap_solution' depends on axioms: [propext, Classical.choice, Quot.sound]
```

## How the proof follows the derivation

**Counting orders.** `coeff_insert` says that multiplication by $c\,l$ moves a coefficient up one order and multiplies it by $c$. It is used both for the Catalan recursion and for the fourth-order energy.

**The Catalan series.** `diagramSeries_eq` proves $S=1+a\,l\,S^2$ coefficient by coefficient. At order zero both sides are $1$. At order $n+1$, `coeff_mul` writes the coefficient of $S^2$ as a sum over pairs $i+j=n$, and `catalan_succ'` writes the Catalan number as a sum over the same pairs. The sums are then compared term by term, where `ring` combines the powers of $a$.

**Existence and uniqueness.** `isRingCCD_iff` contains both halves. Its first step, `hsol`, shows that `ringAmplitude` is a solution. The tactic `linear_combination` proves an equation by checking that it is a stated combination of known ones; here these are $K=-2Da$ and the equation for $S$, the latter multiplied by $2D$.

For uniqueness, `hprod` is the factorised difference of two solutions. `mul_eq_zero` leaves two cases. If the first factor vanished, its constant coefficient would give $D+D=0$, against the hypothesis. In the other case the two solutions agree. `ringCCD_unique_solution` adds that the constant term is zero, and `amplitude_coeff` reads off the remaining coefficients.

**The square.** `rpa_square` is a single `linear_combination`: the ring CCD equation times $lK$, exactly the multiplication used in completing the square.

**The split and the energy.** `amplitude_split` multiplies the equation by the constant series $(2D)^{-1}$. In `fourth_order_energy`, the facts `t0` to `t3` are the coefficients of $T$ through third order, and `q2` is the $l^2$ coefficient of $T^2$, computed from the pairs $(0,2)$, $(1,1)$ and $(2,0)$. The helpers `e4` and `e3` remove the two explicit factors of $l$ one after the other, and `ring` finishes the arithmetic.

**The case without a gap.** `zero_gap_solution` factorises the equation as $K\cdot l\cdot(1+T)^2=0$. It removes the nonzero factors $K$ and $l$ in turn, and then uses that a series whose square is zero is itself zero. The converse is a direct substitution of $T=-1$.
